# A harmonic oscillator under exponentially correlated noise and memoryless friction violates equipartition

In first-principles molecular dynamics, a Langevin thermostat damps the nuclei and kicks them with a random force. Suppose that the random force stays correlated for a short time, while the friction responds only to the present velocity. What temperature does a vibrational mode then reach?

Take one classical harmonic mode with unit mass and \(k_B=1\). Let \(w\) be its angular frequency, \(g\) the friction rate and \(s\) the noise correlation time (often written \(\omega,\gamma,\tau\)), and let \(T\) be the target temperature, all positive. With position \(x\), velocity \(v\) and random force \(\eta\),

\[
\dot x=v,\qquad \dot v=-w^2x-gv+\eta,\qquad \dot\eta=-\eta/s+\text{white noise of strength }2gT/s^2 .
\]

This strength gives \(\eta\) the variance \(gT/s\) and a time-integrated correlation of \(2gT\), the value for ordinary Langevin dynamics at temperature \(T\). The stationary second-moment equations have exactly one solution, and it satisfies

\[
\langle v^2\rangle=\frac{T}{1+gs+w^2s^2},\qquad w^2\langle x^2\rangle=(1+gs)\langle v^2\rangle .
\]

## Solving the moment equations

Setting the time derivative of each second moment to zero gives, in turn:

- From \(\langle\eta^2\rangle\): \(-2\langle\eta^2\rangle/s+2gT/s^2=0\), so \(\langle\eta^2\rangle=gT/s\).
- From \(\langle x\eta\rangle\): \(\langle v\eta\rangle-\langle x\eta\rangle/s=0\), so \(\langle x\eta\rangle=s\langle v\eta\rangle\).
- From \(\langle v\eta\rangle\): \(-w^2\langle x\eta\rangle-g\langle v\eta\rangle+\langle\eta^2\rangle-\langle v\eta\rangle/s=0\). Inserting the first two results and multiplying by \(s\) gives \((1+gs+w^2s^2)\langle v\eta\rangle=gT\).
- From \(\langle x^2\rangle\): \(2\langle xv\rangle=0\).
- From \(\langle v^2\rangle\): \(-2w^2\langle xv\rangle-2g\langle v^2\rangle+2\langle v\eta\rangle=0\), so \(\langle v^2\rangle=\langle v\eta\rangle/g\), which is the first formula.
- From \(\langle xv\rangle\): \(\langle v^2\rangle-w^2\langle x^2\rangle-g\langle xv\rangle+\langle x\eta\rangle=0\). Since \(\langle x\eta\rangle=gs\langle v^2\rangle\), the second formula follows.

Equipartition would require \(\langle v^2\rangle=w^2\langle x^2\rangle=T\). Instead \(\langle v^2\rangle<w^2\langle x^2\rangle<T\), because \(gs>0\) and \(w^2s^2>0\).

## The oscillator and its noise as matrices

```lean
import Mathlib

open Matrix Filter Topology

namespace ColoredNoiseThermostat

noncomputable section
```

Indices 0, 1, 2 stand for \(x,v,\eta\). The drift matrix holds the coefficients of the three equations.

```lean
/-- Drift matrix of the state (x, v, η): x' = v, v' = -w²x - gv + η, and the noise η relaxes with
correlation time s > 0. -/
def drift (w g s : ℝ) : Matrix (Fin 3) (Fin 3) ℝ :=
  !![0, 1, 0; -w ^ 2, -g, 1; 0, 0, -1 / s]
```

White noise acts on \(\eta\) alone.

```lean
/-- White-noise strength in the state (x, v, η): only η is kicked, with strength 2gT/s²,
for s ≠ 0. -/
def diffusion (g s T : ℝ) : Matrix (Fin 3) (Fin 3) ℝ :=
  !![0, 0, 0; 0, 0, 0; 0, 0, 2 * g * T / s ^ 2]
```

For a second-moment matrix \(C\), the rate of change is \(AC+CA^{\mathsf T}+D\).

```lean
/-- Rate of change of the second-moment matrix C of a linear stochastic equation with
drift A and noise strength D. -/
def momentRate (A D C : Matrix (Fin 3) (Fin 3) ℝ) : Matrix (Fin 3) (Fin 3) ℝ :=
  A * C + C * Aᵀ + D
```

An Euler step of length \(h\), with an independent kick of covariance \(hD\), ties this rate to the dynamics.

```lean
/-- Second moments after an Euler step of length h with drift A and an independent
zero-mean kick of covariance hD. -/
def eulerStep (A D : Matrix (Fin 3) (Fin 3) ℝ) (h : ℝ) (C : Matrix (Fin 3) (Fin 3) ℝ) :
    Matrix (Fin 3) (Fin 3) ℝ :=
  (1 + h • A) * C * (1 + h • A)ᵀ + h • D
```

The next two definitions name the proposed \(\langle v^2\rangle\) and the full matrix of proposed moments.

```lean
/-- The formula T/(1 + gs + w²s²), which is the stationary kinetic temperature ⟨v²⟩ for positive w,
g and s. -/
def kineticTemp (w g s T : ℝ) : ℝ := T / (1 + g * s + w ^ 2 * s ^ 2)

/-- Candidate stationary second moments of (x, v, η), for w, s and 1 + gs + w²s² nonzero. -/
def stationaryCov (w g s T : ℝ) : Matrix (Fin 3) (Fin 3) ℝ :=
  !![(1 + g * s) * kineticTemp w g s T / w ^ 2, 0, g * s * kineticTemp w g s T;
     0, kineticTemp w g s T, g * kineticTemp w g s T;
     g * s * kineticTemp w g s T, g * kineticTemp w g s T, g * T / s]
```

## From one time step to the unique stationary state

Multiplying out the Euler step gives `momentRate` as the coefficient of \(h\), with remainder \(h^2ACA^{\mathsf T}\). The step left to stochastic calculus is that the long-time moments of the continuous process satisfy `momentRate` \(=0\).

```lean
/-- An Euler step changes the second moments by h times the moment rate, up to a term
of order h². -/
theorem eulerStep_expansion (A D C : Matrix (Fin 3) (Fin 3) ℝ) (h : ℝ) :
    eulerStep A D h C = C + h • momentRate A D C + h ^ 2 • (A * C * Aᵀ) := by
  simp only [eulerStep, momentRate, Matrix.transpose_add, Matrix.transpose_one,
    Matrix.transpose_smul, add_mul, mul_add, smul_mul_assoc, mul_smul_comm, one_mul, mul_one]
  module
```

The matrix `C` is an arbitrary real matrix, so there are nine equations instead of six. The proof reads them off as `e00` to `e22`, clears denominators and eliminates in the order used above, with `linear_combination` doing the algebra. Symmetry comes out as a result: `C 0 2` and `C 2 0` take the same value, then `e01` and `e10` force `C 0 1 = C 1 0`, and `e00` makes both zero. The converse substitutes the explicit matrix and checks every entry.

```lean
/-- For positive w, g and s, the second moments are stationary exactly when they equal
the explicit matrix `stationaryCov`. -/
theorem stationary_iff {w g s : ℝ} (T : ℝ) (hw : 0 < w) (hg : 0 < g) (hs : 0 < s)
    (C : Matrix (Fin 3) (Fin 3) ℝ) :
    momentRate (drift w g s) (diffusion g s T) C = 0 ↔ C = stationaryCov w g s T := by
  have hs' : s ≠ 0 := hs.ne'
  have hg' : g ≠ 0 := hg.ne'
  have hw' : w ≠ 0 := hw.ne'
  have hN : 1 + g * s + w ^ 2 * s ^ 2 ≠ 0 := by positivity
  constructor
  · intro h
    have e := fun i j => congrFun (congrFun h i) j
    simp only [momentRate, Matrix.add_apply, Matrix.mul_apply, Fin.sum_univ_three,
      Matrix.transpose_apply, Matrix.zero_apply] at e
    -- the nine entries of the moment equations
    have e00 : C 1 0 + C 0 1 = 0 := by
      have := e 0 0
      simp [drift, diffusion] at this
      linear_combination this
    have e01 : C 1 1 - w ^ 2 * C 0 0 - g * C 0 1 + C 0 2 = 0 := by
      have := e 0 1
      simp [drift, diffusion] at this
      linear_combination this
    have e10 : C 1 1 - w ^ 2 * C 0 0 - g * C 1 0 + C 2 0 = 0 := by
      have := e 1 0
      simp [drift, diffusion] at this
      linear_combination this
    have e11 : -w ^ 2 * (C 0 1 + C 1 0) - 2 * g * C 1 1 + C 1 2 + C 2 1 = 0 := by
      have := e 1 1
      simp [drift, diffusion] at this
      linear_combination this
    have e02 : C 1 2 = C 0 2 / s := by
      have := e 0 2
      simp [drift, diffusion] at this
      linear_combination this
    have e20 : C 2 1 = C 2 0 / s := by
      have := e 2 0
      simp [drift, diffusion] at this
      linear_combination this
    have e12 : -w ^ 2 * C 0 2 - g * C 1 2 + C 2 2 = C 1 2 / s := by
      have := e 1 2
      simp [drift, diffusion] at this
      linear_combination this
    have e21 : -w ^ 2 * C 2 0 - g * C 2 1 + C 2 2 = C 2 1 / s := by
      have := e 2 1
      simp [drift, diffusion] at this
      linear_combination this
    have e22 : C 2 2 / s = g * T / s ^ 2 := by
      have := e 2 2
      simp [drift, diffusion] at this
      linear_combination (-1 / 2) * this
    rw [eq_div_iff hs'] at e02 e20 e12 e21
    rw [div_eq_div_iff hs' (pow_ne_zero 2 hs')] at e22
    -- noise variance, then its correlations with velocity and position
    have p22 : C 2 2 * s = g * T := mul_right_cancel₀ hs' (by linear_combination e22)
    have k22 : C 2 2 = g * T / s := by rw [eq_div_iff hs', p22]
    have k12 : C 1 2 = g * kineticTemp w g s T := by
      rw [kineticTemp, ← mul_div_assoc, eq_div_iff hN]
      linear_combination -e12 + p22 + s * w ^ 2 * e02
    have k21 : C 2 1 = g * kineticTemp w g s T := by
      rw [kineticTemp, ← mul_div_assoc, eq_div_iff hN]
      linear_combination -e21 + p22 + s * w ^ 2 * e20
    have k02 : C 0 2 = g * s * kineticTemp w g s T := by
      linear_combination s * k12 - e02
    have k20 : C 2 0 = g * s * kineticTemp w g s T := by
      linear_combination s * k21 - e20
    -- the mechanical moments
    have k01 : C 0 1 = 0 := mul_left_cancel₀ hg' (by
      linear_combination (-1 / 2) * (e01 - e10) + (1 / 2) * (k02 - k20) + g / 2 * e00)
    have k10 : C 1 0 = 0 := by linear_combination e00 - k01
    have k11 : C 1 1 = kineticTemp w g s T := mul_left_cancel₀ hg' (by
      linear_combination (-1 / 2) * e11 + (1 / 2) * k12 + (1 / 2) * k21 - w ^ 2 / 2 * e00)
    have k00 : C 0 0 = (1 + g * s) * kineticTemp w g s T / w ^ 2 := by
      rw [eq_div_iff (pow_ne_zero 2 hw')]
      linear_combination -e01 + k11 + k02 - g * k01
    ext i j
    fin_cases i <;> fin_cases j <;>
      simp [stationaryCov, k00, k01, k02, k10, k11, k12, k20, k21, k22]
  · rintro rfl
    ext i j
    -- write the products entrywise before inserting the explicit matrices
    simp only [momentRate, Matrix.add_apply, Matrix.mul_apply, Fin.sum_univ_three,
      Matrix.transpose_apply, Matrix.zero_apply]
    fin_cases i <;> fin_cases j <;>
      simp [drift, diffusion, stationaryCov, kineticTemp] <;> field_simp <;> ring
```

Existence, uniqueness and the formulas follow for any real `T`.

```lean
/-- For positive w, g and s, the stationary moment equations have a unique solution, with
⟨v²⟩ = T/(1 + gs + w²s²), w²⟨x²⟩ = (1 + gs)⟨v²⟩ and noise variance gT/s. -/
theorem unique_stationary_moments {w g s : ℝ} (T : ℝ) (hw : 0 < w) (hg : 0 < g)
    (hs : 0 < s) :
    (∃! C, momentRate (drift w g s) (diffusion g s T) C = 0) ∧
    ∀ C, momentRate (drift w g s) (diffusion g s T) C = 0 →
      C 1 1 = T / (1 + g * s + w ^ 2 * s ^ 2) ∧
      w ^ 2 * C 0 0 = (1 + g * s) * C 1 1 ∧ C 2 2 = g * T / s := by
  refine ⟨⟨stationaryCov w g s T, (stationary_iff T hw hg hs _).2 rfl,
    fun C hC => (stationary_iff T hw hg hs C).1 hC⟩, fun C hC => ?_⟩
  rw [(stationary_iff T hw hg hs C).1 hC]
  refine ⟨by simp [stationaryCov, kineticTemp], ?_, by simp [stationaryCov]⟩
  have hw2 : w ^ 2 ≠ 0 := pow_ne_zero 2 hw.ne'
  change w ^ 2 * ((1 + g * s) * kineticTemp w g s T / w ^ 2)
    = (1 + g * s) * kineticTemp w g s T
  exact mul_div_cancel₀ _ hw2
```

A solution of the moment equations should also be a possible covariance. For \(T>0\), completing squares writes its quadratic form as a sum of nonnegative terms.

```lean
/-- For positive w, g, s and T, every linear combination of x, v and η has a nonnegative
second moment in `stationaryCov`. -/
theorem stationaryCov_nonneg {w g s T : ℝ} (hw : 0 < w) (hg : 0 < g) (hs : 0 < s)
    (hT : 0 < T) (u : Fin 3 → ℝ) : 0 ≤ u ⬝ᵥ (stationaryCov w g s T *ᵥ u) := by
  -- complete the squares in v and then in x
  have key : u ⬝ᵥ (stationaryCov w g s T *ᵥ u) = T / (1 + g * s + w ^ 2 * s ^ 2) *
      ((u 1 + g * u 2) ^ 2
        + (1 + g * s) / w ^ 2 * (u 0 + g * s * w ^ 2 / (1 + g * s) * u 2) ^ 2
        + (g / s + g * w ^ 2 * s / (1 + g * s)) * u 2 ^ 2) := by
    have h1 : 1 + g * s ≠ 0 := by positivity
    have hN : 1 + g * s + w ^ 2 * s ^ 2 ≠ 0 := by positivity
    simp only [stationaryCov, kineticTemp, Matrix.mulVec, dotProduct, Fin.sum_univ_three]
    simp
    field_simp
    ring
  rw [key]
  positivity
```

## Stiff modes run cold

The two inequalities follow from the formulas once \(\langle v^2\rangle>0\) is known.

```lean
/-- For positive w, g, s and T, equipartition fails in the stationary state:
⟨v²⟩ < w²⟨x²⟩ < T. -/
theorem equipartition_fails {w g s T : ℝ} (hw : 0 < w) (hg : 0 < g) (hs : 0 < s)
    (hT : 0 < T) (C : Matrix (Fin 3) (Fin 3) ℝ)
    (hC : momentRate (drift w g s) (diffusion g s T) C = 0) :
    C 1 1 < w ^ 2 * C 0 0 ∧ w ^ 2 * C 0 0 < T := by
  obtain ⟨hv, hx, -⟩ := (unique_stationary_moments T hw hg hs).2 C hC
  have hN : 0 < 1 + g * s + w ^ 2 * s ^ 2 := by positivity
  have hpos : 0 < C 1 1 := by rw [hv]; positivity
  rw [eq_div_iff hN.ne'] at hv
  have h1 : 0 < g * s * C 1 1 := by positivity
  have h2 : 0 < w ^ 2 * s ^ 2 * C 1 1 := by positivity
  rw [hx]
  constructor <;> linarith
```

The last two theorems concern the function `kineticTemp`, which equals \(\langle v^2\rangle\) when \(w,g,s>0\). It falls strictly with frequency, since its denominator grows, and tends to zero as \(w\to\infty\).

```lean
/-- At fixed g ≥ 0, s > 0 and T > 0, the function `kineticTemp` is strictly decreasing in w on w ≥
0. -/
theorem stiffer_is_colder {w₁ w₂ g s T : ℝ} (hw : 0 ≤ w₁) (h : w₁ < w₂) (hg : 0 ≤ g)
    (hs : 0 < s) (hT : 0 < T) : kineticTemp w₂ g s T < kineticTemp w₁ g s T := by
  unfold kineticTemp
  apply div_lt_div_of_pos_left hT (by positivity)
  have h1 : w₁ ^ 2 < w₂ ^ 2 := by nlinarith
  have h2 := mul_lt_mul_of_pos_right h1 (pow_pos hs 2)
  linarith

/-- At fixed real g and T and fixed s > 0, the function `kineticTemp` tends to zero as w grows
without bound. -/
theorem stiff_limit (g T : ℝ) {s : ℝ} (hs : 0 < s) :
    Tendsto (fun w => kineticTemp w g s T) atTop (𝓝 0) := by
  have h1 : Tendsto (fun w : ℝ => w ^ 2 * s ^ 2) atTop atTop :=
    (tendsto_pow_atTop two_ne_zero).atTop_mul_const (pow_pos hs 2)
  exact tendsto_const_nhds.div_atTop (tendsto_atTop_add_const_left _ (1 + g * s) h1)

end

end ColoredNoiseThermostat
```

```lean
#print axioms ColoredNoiseThermostat.stationaryCov_nonneg
#print axioms ColoredNoiseThermostat.equipartition_fails
#print axioms ColoredNoiseThermostat.stiffer_is_colder
#print axioms ColoredNoiseThermostat.stiff_limit
```

```
'ColoredNoiseThermostat.stationaryCov_nonneg' depends on axioms: [propext, Classical.choice, Quot.sound]
'ColoredNoiseThermostat.equipartition_fails' depends on axioms: [propext, Classical.choice, Quot.sound]
'ColoredNoiseThermostat.stiffer_is_colder' depends on axioms: [propext, Classical.choice, Quot.sound]
'ColoredNoiseThermostat.stiff_limit' depends on axioms: [propext, Classical.choice, Quot.sound]
```

## Mode temperatures in a simulation, and friction with memory

In a simulation of this model with time step \(\Delta t\), the random force on a mode can be updated as

\[
\eta\leftarrow e^{-\Delta t/s}\eta+\sqrt{(gT/s)\,(1-e^{-2\Delta t/s})}\;\xi,
\]

with \(\xi\) a fresh standard normal number, while the friction force uses the current \(v\). Take \(s=10\) fs, \(g=0.01\) fs\(^{-1}\) and a target of 300 K. For small \(\Delta t\), a soft harmonic mode with \(w=0.01\) fs\(^{-1}\) has a kinetic temperature of about 270 K, and a stiff one with \(w=0.5\) fs\(^{-1}\) about 11 K.

The same elimination handles friction with matching memory. Replace \(-gv+\eta\) by a single force \(z\) obeying \(\dot z=-z/s-(g/s)v\) plus the same white noise. The stationary moments become \(\langle v^2\rangle=w^2\langle x^2\rangle=T\) and \(\langle z^2\rangle=gT/s\), with all cross-correlations zero, so equipartition returns. The Lean development treats only the unmatched case.
